# The Gaussian-averaged Hessian of a polynomial potential as a force-displacement correlation

The ensemble is modelled as a centred Gaussian in a single displacement $x$, with its variance $s>0$ given in advance, and only polynomials in $x$ are averaged. A self-consistent phonon calculation would also determine $s$ from the effective force constant; that loop, and the coupling of many modes, are not treated here.

For a real polynomial $p$, the average is a quotient of Lebesgue integrals over the line:

$$w_s(x)=e^{-x^2/(2s)},\qquad \langle p\rangle=\frac{\int p(x)\,w_s(x)\,dx}{\int w_s(x)\,dx}.$$

In Lean, $w_s(x)$ is `weight s x` and $\langle p\rangle$ is `avg s p`. The type `ℝ[X]` holds real polynomials, `X` is the displacement, `C c` is the constant $c$, and `derivative` is the polynomial derivative. The hypothesis `hs` says $s>0$.

```lean
import Mathlib

open Polynomial MeasureTheory

namespace SelfConsistentPhonon

noncomputable section

/-- The unnormalised Gaussian weight `exp(-x²/(2s))` of a displacement `x`, for variance `s > 0`. -/
def weight (s x : ℝ) : ℝ := Real.exp (-x ^ 2 / (2 * s))

/-- The average of a polynomial observable over the centred Gaussian of variance `s > 0`. -/
def avg (s : ℝ) (p : ℝ[X]) : ℝ :=
  (∫ x : ℝ, p.eval x * weight s x) / ∫ x : ℝ, weight s x
```

A polynomial potential $V$ has the force $F=-V'$.

```lean
/-- The force `F = -V'` of a polynomial potential `V`. -/
def force (V : ℝ[X]) : ℝ[X] := -derivative V
```

A linear force law $f-kx$, with real $f$ and $k$, is judged by its mean squared error $E(f,k)=\langle (F-(f-kx))^2\rangle$, written `misfit s V f k`.

```lean
/-- The mean squared error, in the Gaussian ensemble of variance `s > 0`, of the linear
force law `f - k x` as a model of the true force. -/
def misfit (s : ℝ) (V : ℝ[X]) (f k : ℝ) : ℝ :=
  avg s ((force V - (C f - C k * X)) ^ 2)
```

## (a) Polynomials are integrable against the weight

**Task.** Show that for every polynomial $p$

$$\int |p(x)|\,w_s(x)\,dx<\infty .$$

**Solution.** By the triangle inequality it is enough to treat $x^n$. The function $|x|^n e^{-x^2/(4s)}$ is continuous and tends to zero at infinity, so it is bounded by some $M$. Hence $|x|^n w_s(x)\le M e^{-x^2/(4s)}$, which is integrable.

The Lean proof likewise splits $p$ into monomials, and takes the monomial case from a Mathlib lemma on powers times Gaussians.

```lean
/-- For `s > 0`, every polynomial is integrable against the Gaussian weight. -/
theorem integrable_poly {s : ℝ} (hs : 0 < s) (p : ℝ[X]) :
    Integrable (fun x : ℝ => p.eval x * weight s x) := by
  induction p using Polynomial.induction_on' with
  | add p q hp hq =>
    refine (hp.add hq).congr (Filter.Eventually.of_forall fun x => ?_)
    simp only [Pi.add_apply, eval_add]
    ring
  | monomial n a =>
    have hb : 0 < 1 / (2 * s) := by positivity
    have hn : (-1 : ℝ) < (n : ℝ) := by
      have : (0 : ℝ) ≤ (n : ℝ) := Nat.cast_nonneg n
      linarith
    refine ((integrable_rpow_mul_exp_neg_mul_sq hb hn).const_mul a).congr
      (Filter.Eventually.of_forall fun x => ?_)
    have he : -(1 / (2 * s)) * x ^ 2 = -x ^ 2 / (2 * s) := by ring
    simp only [eval_monomial, weight, Real.rpow_natCast, he]
    ring
```

## (b) The slope of the weight

**Task.** Show that

$$w_s'(x)=-\frac{x}{s}\,w_s(x).$$

**Solution.** The exponent $-x^2/(2s)$ has derivative $-x/s$, and the chain rule multiplies this by $w_s(x)$. Lean writes the square as `y * y` and applies the product rule and then the rule for the exponential.

```lean
/-- The slope of the Gaussian weight is `-x/s` times the weight. -/
theorem hasDerivAt_weight (s x : ℝ) :
    HasDerivAt (weight s) (-(x / s) * weight s x) x := by
  have hw : weight s = fun y => Real.exp (-(1 / (2 * s)) * (y * y)) := by
    funext y
    unfold weight
    congr 1
    ring
  have hx : weight s x = Real.exp (-(1 / (2 * s)) * (x * x)) := congrFun hw x
  have h := (((hasDerivAt_id' x).fun_mul (hasDerivAt_id' x)).const_mul (-(1 / (2 * s)))).exp
  rw [hx, hw]
  exact h.congr_deriv (by ring)
```

## (c) Averages of sums

**Task.** Show that

$$\langle p+q\rangle=\langle p\rangle+\langle q\rangle .$$

**Solution.** By (a), $p\,w_s$ and $q\,w_s$ are separately integrable, so the numerator splits into two integrals. Divide each by $\int w_s\,dx$.

```lean
/-- For `s > 0`, the Gaussian average of a sum is the sum of the averages. -/
theorem avg_add {s : ℝ} (hs : 0 < s) (p q : ℝ[X]) :
    avg s (p + q) = avg s p + avg s q := by
  simp only [avg, eval_add, add_mul]
  rw [integral_add (integrable_poly hs p) (integrable_poly hs q), add_div]
```

## (d) Constant factors

**Task.** Show that for real $c$

$$\langle c\,p\rangle=c\,\langle p\rangle .$$

**Solution.** The constant comes out of the integral in the numerator.

```lean
/-- A constant factor can be taken out of the Gaussian average. -/
theorem avg_C_mul (s c : ℝ) (p : ℝ[X]) : avg s (C c * p) = c * avg s p := by
  simp only [avg, eval_mul, eval_C, mul_assoc]
  rw [integral_const_mul, mul_div_assoc]
```

## (e) Normalisation

**Task.** Show that

$$\langle 1\rangle=1 .$$

**Solution.** Numerator and denominator are both $\int w_s\,dx=\sqrt{2\pi s}$. This is positive, so the quotient is 1. In Lean, `h` evaluates the integral and `hpos` supplies the positivity.

```lean
/-- For `s > 0`, the Gaussian average is normalised. -/
theorem avg_one {s : ℝ} (hs : 0 < s) : avg s 1 = 1 := by
  have h : (∫ x : ℝ, weight s x) = √(Real.pi / (1 / (2 * s))) := by
    rw [← integral_gaussian]
    refine integral_congr_ae (Filter.Eventually.of_forall fun x => ?_)
    simp only [weight]
    congr 1
    ring
  have hpos : 0 < ∫ x : ℝ, weight s x := by
    rw [h]
    positivity
  simp only [avg, eval_one, one_mul]
  exact div_self hpos.ne'
```

## (f) Integration by parts

**Task.** Show that for every polynomial $p$

$$\langle p'\rangle=\frac{\langle x\,p\rangle}{s}.$$

**Solution.** By (b) and the product rule,

$$(p\,w_s)'=\Big(p'-\frac{x\,p}{s}\Big)w_s .$$

Integrate from $-R$ to $R$. The left side gives $p(R)w_s(R)-p(-R)w_s(-R)$, which tends to zero as $R\to\infty$. Therefore

$$\int\Big(p'-\frac{x\,p}{s}\Big)w_s\,dx=0 .$$

Dividing by $\int w_s\,dx$ and using (c) and (d) gives $\langle p'\rangle-\langle x\,p\rangle/s=0$.

In Lean, `hderiv` is the product rule. For the vanishing integral `h0`, Mathlib asks that both $p\,w_s$ and its derivative be integrable; (a) supplies both, since each is a polynomial times the weight. The remaining lines are the division and the linearity.

```lean
/-- Gaussian integration by parts: for every real polynomial `p` and variance `s > 0`,
the average of `p'` equals the average of `x p` divided by `s`. -/
theorem avg_derivative {s : ℝ} (hs : 0 < s) (p : ℝ[X]) :
    avg s (derivative p) = avg s (X * p) / s := by
  -- the derivative of `p` times the weight is again a polynomial times the weight
  have hderiv : ∀ x : ℝ, HasDerivAt (fun y => p.eval y * weight s y)
      ((derivative p + C (-s⁻¹) * (X * p)).eval x * weight s x) x := by
    intro x
    refine ((p.hasDerivAt x).fun_mul (hasDerivAt_weight s x)).congr_deriv ?_
    simp only [eval_add, eval_mul, eval_C, eval_X]
    ring
  -- there is no boundary term at infinity
  have h0 := integral_eq_zero_of_hasDerivAt_of_integrable hderiv
    (integrable_poly hs _) (integrable_poly hs p)
  have h1 : avg s (derivative p + C (-s⁻¹) * (X * p)) = 0 := by
    unfold avg
    rw [h0, zero_div]
  rw [avg_add hs, avg_C_mul] at h1
  rw [div_eq_inv_mul]
  linarith
```

## (g) The averaged Hessian from forces

**Task.** Show that

$$\langle V''\rangle=-\frac{\langle x\,F\rangle}{s}.$$

**Solution.** Put $p=V'$ in (f), so that $\langle V''\rangle=\langle x\,V'\rangle/s$, and substitute $V'=-F$. As a check, $V=\tfrac12\kappa x^2$ has $F=-\kappa x$, and both sides equal $\kappa$ because $\langle x^2\rangle=s$, as (h) shows.

The position density of a harmonic oscillator in thermal equilibrium is Gaussian, in quantum as in classical mechanics. For one coordinate and a polynomial potential, the identity therefore gives the averaged Hessian in such a state from the forces, the displacements at which they act and the variance, without second derivatives of $V$.

```lean
/-- For `s > 0`, the averaged Hessian of a polynomial potential is minus the
force-displacement correlation divided by the variance `s`. -/
theorem avg_hessian {s : ℝ} (hs : 0 < s) (V : ℝ[X]) :
    avg s (derivative (derivative V)) = -avg s (X * force V) / s := by
  have h : X * force V = C (-1) * (X * derivative V) := by simp [force]
  rw [avg_derivative hs, h, avg_C_mul]
  ring
```

## (h) The error of a linear force law

**Task.** Write $f_0=\langle F\rangle$ and $k_0=\langle V''\rangle$. Show that

$$E(f,k)=E(f_0,k_0)+(f-f_0)^2+s\,(k-k_0)^2 .$$

**Solution.** Taking $p=1$ in (f) gives $\langle x\rangle=0$, and $p=x$ gives $\langle x^2\rangle=s$. Part (g) gives $\langle xF\rangle=-s\,k_0$. Expand the square:

$$(F-f+kx)^2=F^2+f^2-2fF+k^2x^2+2k\,xF-2fk\,x .$$

Its average is

$$E(f,k)=\langle F^2\rangle+f^2-2f f_0+s k^2-2s k k_0 .$$

Completing the squares,

$$E(f,k)=\langle F^2\rangle-f_0^2-s k_0^2+(f-f_0)^2+s(k-k_0)^2 .$$

At $f=f_0$, $k=k_0$ the last two terms vanish, so the first three are $E(f_0,k_0)$.

The Lean steps `hX`, `hXX` and `hXF` are the three averages, and `expand` is the quadratic formula for $E(f,k)$. The proof then applies `expand` at both pairs of parameters and compares.

```lean
/-- For `s > 0`, the error of the force law `f - k x` is the error at `f = ⟨F⟩`, `k = ⟨V''⟩`
plus `(f - ⟨F⟩)² + s (k - ⟨V''⟩)²`. -/
theorem misfit_eq {s : ℝ} (hs : 0 < s) (V : ℝ[X]) (f k : ℝ) :
    misfit s V f k =
      misfit s V (avg s (force V)) (avg s (derivative (derivative V)))
        + (f - avg s (force V)) ^ 2
        + s * (k - avg s (derivative (derivative V))) ^ 2 := by
  -- first and second moments, and the force-displacement correlation
  have hX : avg s X = 0 := by
    have h := avg_derivative hs 1
    have h0 : avg s 0 = 0 := by simp [avg]
    rw [derivative_one, mul_one, h0] at h
    exact (div_eq_zero_iff.mp h.symm).resolve_right hs.ne'
  have hXX : avg s (X * X) = s := by
    have h := avg_derivative hs X
    rw [derivative_X, avg_one hs, eq_div_iff hs.ne', one_mul] at h
    exact h.symm
  have hXF : avg s (X * force V) = -(s * avg s (derivative (derivative V))) := by
    have h := avg_hessian hs V
    rw [eq_div_iff hs.ne'] at h
    linarith
  -- the error is an explicit quadratic function of `f` and `k`
  have expand : ∀ f k : ℝ, misfit s V f k = avg s (force V ^ 2) + f ^ 2
      - 2 * f * avg s (force V) + s * k ^ 2
      - 2 * s * k * avg s (derivative (derivative V)) := by
    intro f k
    have hp : (force V - (C f - C k * X)) ^ 2 = force V ^ 2 + (C (f ^ 2) * 1
        + (C (-2 * f) * force V + (C (k ^ 2) * (X * X)
        + (C (2 * k) * (X * force V) + C (-2 * f * k) * X)))) := by
      simp only [map_mul, map_pow, map_neg, map_ofNat]
      ring
    unfold misfit
    rw [hp]
    simp only [avg_add hs, avg_C_mul, avg_one hs, hX, hXX, hXF]
    ring
  rw [expand f k, expand (avg s (force V)) (avg s (derivative (derivative V)))]
  ring
```

## (i) The unique best force constant

**Task.** Show that for all real $f$ and $k$

$$E(f_0,k_0)\le E(f,k),$$

with equality exactly when $f=f_0$ and $k=k_0$.

**Solution.** In (h) the two added terms are non-negative, which gives the inequality. Equality forces both to vanish, and since $s>0$ this means $f=f_0$ and $k=k_0$. The converse is immediate.

The averaged Hessian is thus the least-squares force constant for the full Gaussian ensemble. A fit to finitely many sampled displacements will in general differ from it.

```lean
/-- For `s > 0`, the least-squares linear force law in the Gaussian ensemble has constant part
`⟨F⟩` and force constant `⟨V''⟩`, and no other choice attains the minimum. -/
theorem misfit_minimal {s : ℝ} (hs : 0 < s) (V : ℝ[X]) (f k : ℝ) :
    misfit s V (avg s (force V)) (avg s (derivative (derivative V))) ≤ misfit s V f k ∧
    (misfit s V f k = misfit s V (avg s (force V)) (avg s (derivative (derivative V))) ↔
      f = avg s (force V) ∧ k = avg s (derivative (derivative V))) := by
  have h := misfit_eq hs V f k
  have h1 := sq_nonneg (f - avg s (force V))
  have h2 := mul_nonneg hs.le (sq_nonneg (k - avg s (derivative (derivative V))))
  refine ⟨by linarith, fun e => ?_, fun e => by rw [e.1, e.2]⟩
  have e1 : (f - avg s (force V)) ^ 2 = 0 := by linarith
  have e2 : s * (k - avg s (derivative (derivative V))) ^ 2 = 0 := by linarith
  have e3 := (mul_eq_zero.mp e2).resolve_left hs.ne'
  exact ⟨sub_eq_zero.mp ((pow_eq_zero_iff two_ne_zero).mp e1),
    sub_eq_zero.mp ((pow_eq_zero_iff two_ne_zero).mp e3)⟩
```

## (j) The identity characterises the average

**Task.** Let $L$ be a real linear functional on polynomials. Show that

$$L(1)=1\ \text{ and }\ L(p')=\frac{L(x\,p)}{s}\ \text{ for all } p
\quad\Longleftrightarrow\quad L(p)=\langle p\rangle\ \text{ for all } p .$$

**Solution.** From right to left, use (e) and (f). From left to right, put $p=x^n$. For $n=0$ this gives $L(x)=0$, and for $n\ge1$

$$L(x^{n+1})=s\,n\,L(x^{n-1}) .$$

Together with $L(1)=1$ this fixes every moment. The Gaussian average obeys the same recursion with the same start, so the two agree on all powers of $x$, and by linearity on all polynomials.

In Lean, `hpow` is this recursion by strong induction, which makes the moment two steps back available. The final induction on `p` extends the agreement to all polynomials. $L$ is not assumed to be positive or to come from a probability density, and the conclusion concerns its values on polynomials only.

```lean
/-- For `s > 0`, a linear functional on polynomials is the Gaussian average of variance `s`
exactly when it is normalised and obeys the integration-by-parts identity. -/
theorem eq_avg_iff {s : ℝ} (hs : 0 < s) (L : ℝ[X] →ₗ[ℝ] ℝ) :
    (L 1 = 1 ∧ ∀ p, L (derivative p) = L (X * p) / s) ↔ ∀ p, L p = avg s p := by
  constructor
  · rintro ⟨h1, hL⟩ p
    have hC : ∀ (c : ℝ) (q : ℝ[X]), L (C c * q) = c * L q := by
      intro c q
      rw [← smul_eq_C_mul, map_smul, smul_eq_mul]
    -- normalisation and the identity together determine every moment
    have hpow : ∀ n : ℕ, L (X ^ n) = avg s (X ^ n) := by
      intro n
      induction n using Nat.strong_induction_on with
      | _ n ih =>
        cases n with
        | zero => rw [pow_zero, h1, avg_one hs]
        | succ n =>
          have a := hL (X ^ n)
          have b := avg_derivative hs (X ^ n)
          rw [derivative_X_pow, hC, ih (n - 1) (by omega)] at a
          rw [derivative_X_pow, avg_C_mul] at b
          rw [pow_succ']
          exact (div_left_inj' hs.ne').mp (a.symm.trans b)
    induction p using Polynomial.induction_on' with
    | add p q hp hq => rw [map_add, avg_add hs, hp, hq]
    | monomial n a => rw [← C_mul_X_pow_eq_monomial, hC, avg_C_mul, hpow]
  · intro h
    exact ⟨by rw [h, avg_one hs], fun p => by rw [h, h, avg_derivative hs]⟩

end

end SelfConsistentPhonon
```

```lean
#print axioms SelfConsistentPhonon.avg_hessian
#print axioms SelfConsistentPhonon.misfit_minimal
#print axioms SelfConsistentPhonon.eq_avg_iff
```

```
'SelfConsistentPhonon.avg_hessian' depends on axioms: [propext, Classical.choice, Quot.sound]
'SelfConsistentPhonon.misfit_minimal' depends on axioms: [propext, Classical.choice, Quot.sound]
'SelfConsistentPhonon.eq_avg_iff' depends on axioms: [propext, Classical.choice, Quot.sound]
```

## The averaged third derivative

Using (f) twice gives a neighbouring formula, derived here by hand only. First, $\langle p''\rangle=\langle x\,p'\rangle/s$. Since $(x\,p)'=p+x\,p'$, applying (f) to $x\,p$ gives $\langle x\,p'\rangle=\langle x^2p\rangle/s-\langle p\rangle$. With $p=V'=-F$,

$$\langle V'''\rangle=-\frac{\langle (x^2-s)\,F\rangle}{s^2},$$

so the averaged cubic force constant is obtained from the correlation between the force and the squared displacement.
